# One-sided limits of the Löwdin pair of two merging orbitals with nonzero derivative

Two merging orbitals are modelled here as $u(0)$ and $u(h)$ on a curve of unit vectors in a real inner-product space, and their symmetric orthogonalization is written as an explicit formula in their sum and difference, not as a matrix inverse square root. If the curve has a nonzero derivative $v$ at $0$, the orthogonalized pair has a limit from each side, although the original orbitals become linearly dependent.

```lean
import Mathlib

open Filter Topology
open scoped InnerProductSpace

namespace FermiLoewdinCoalescence

noncomputable section

variable {E : Type*} [NormedAddCommGroup E] [InnerProductSpace ℝ E]

/-- The Löwdin orbital descending from `a` when the unit vectors `a` and `b`, with overlap
strictly between -1 and 1, are orthogonalized symmetrically; its partner is `loewdin b a`. -/
def loewdin (a b : E) : E :=
  (1 / 2 : ℝ) • ((√(1 + ⟪a, b⟫_ℝ))⁻¹ • (a + b) + (√(1 - ⟪a, b⟫_ℝ))⁻¹ • (a - b))

/-- The density operator of two real orbitals `φ` and `χ`, applied to the vector `x`. -/
def pairDensity (φ χ x : E) : E := ⟪φ, x⟫_ℝ • φ + ⟪χ, x⟫_ℝ • χ

/-- The partner orbital has the same even part and the opposite odd part. -/
theorem loewdin_swap (a b : E) : loewdin b a =
    (1 / 2 : ℝ) • ((√(1 + ⟪a, b⟫_ℝ))⁻¹ • (a + b) - (√(1 - ⟪a, b⟫_ℝ))⁻¹ • (a - b)) := by
  unfold loewdin
  rw [real_inner_comm a b]
  module

/-- The Löwdin pair of two unit vectors with overlap strictly between -1 and 1 is
orthonormal. -/
theorem loewdin_orthonormal {a b : E} (ha : ‖a‖ = 1) (hb : ‖b‖ = 1) (hs : |⟪a, b⟫_ℝ| < 1) :
    ⟪loewdin a b, loewdin a b⟫_ℝ = 1 ∧ ⟪loewdin b a, loewdin b a⟫_ℝ = 1 ∧
      ⟪loewdin a b, loewdin b a⟫_ℝ = 0 := by
  have h1 : 0 < 1 + ⟪a, b⟫_ℝ := by linarith [(abs_lt.1 hs).1]
  have h2 : 0 < 1 - ⟪a, b⟫_ℝ := by linarith [(abs_lt.1 hs).2]
  have hp : (√(1 + ⟪a, b⟫_ℝ))⁻¹ ^ 2 * (1 + ⟪a, b⟫_ℝ) = 1 := by
    rw [inv_pow, Real.sq_sqrt h1.le, inv_mul_cancel₀ h1.ne']
  have hq : (√(1 - ⟪a, b⟫_ℝ))⁻¹ ^ 2 * (1 - ⟪a, b⟫_ℝ) = 1 := by
    rw [inv_pow, Real.sq_sqrt h2.le, inv_mul_cancel₀ h2.ne']
  have haa : ⟪a, a⟫_ℝ = 1 := by rw [real_inner_self_eq_norm_sq, ha, one_pow]
  have hbb : ⟪b, b⟫_ℝ = 1 := by rw [real_inner_self_eq_norm_sq, hb, one_pow]
  have hba : ⟪b, a⟫_ℝ = ⟪a, b⟫_ℝ := real_inner_comm a b
  rw [loewdin_swap a b, loewdin]
  generalize (√(1 + ⟪a, b⟫_ℝ))⁻¹ = p at hp ⊢
  generalize (√(1 - ⟪a, b⟫_ℝ))⁻¹ = q at hq ⊢
  simp only [inner_add_left, inner_add_right, inner_sub_left, inner_sub_right,
    real_inner_smul_left, real_inner_smul_right, haa, hbb, hba]
  refine ⟨?_, ?_, ?_⟩
  · linear_combination (1 / 2) * hp + (1 / 2) * hq
  · linear_combination (1 / 2) * hp + (1 / 2) * hq
  · linear_combination (1 / 2) * hp - (1 / 2) * hq

/-- The vector `a` is recovered as a combination of `loewdin a b` and `loewdin b a`. For unit
vectors `a` and `b` the coefficients are the entries of the symmetric square root of their overlap
matrix. -/
theorem loewdin_recover {a b : E} (hs : |⟪a, b⟫_ℝ| < 1) :
    ((√(1 + ⟪a, b⟫_ℝ) + √(1 - ⟪a, b⟫_ℝ)) / 2) • loewdin a b +
      ((√(1 + ⟪a, b⟫_ℝ) - √(1 - ⟪a, b⟫_ℝ)) / 2) • loewdin b a = a := by
  have hp := mul_inv_cancel₀
    (Real.sqrt_pos.2 (show 0 < 1 + ⟪a, b⟫_ℝ by linarith [(abs_lt.1 hs).1])).ne'
  have hq := mul_inv_cancel₀
    (Real.sqrt_pos.2 (show 0 < 1 - ⟪a, b⟫_ℝ by linarith [(abs_lt.1 hs).2])).ne'
  rw [loewdin_swap a b, loewdin]
  generalize (√(1 + ⟪a, b⟫_ℝ))⁻¹ = p at hp ⊢
  generalize (√(1 - ⟪a, b⟫_ℝ))⁻¹ = q at hq ⊢
  generalize √(1 + ⟪a, b⟫_ℝ) = P at hp ⊢
  generalize √(1 - ⟪a, b⟫_ℝ) = Q at hq ⊢
  calc _ = ((P * p) / 2) • (a + b) + ((Q * q) / 2) • (a - b) := by module
    _ = a := by rw [hp, hq]; module

/-- For unit vectors the odd Löwdin factor is √2 divided by the chord length. -/
theorem inv_sqrt_chord {a b : E} (ha : ‖a‖ = 1) (hb : ‖b‖ = 1) :
    (√(1 - ⟪a, b⟫_ℝ))⁻¹ = √2 * ‖a - b‖⁻¹ := by
  have h : 1 - ⟪a, b⟫_ℝ = ‖a - b‖ ^ 2 / 2 := by
    rw [norm_sub_sq_real, ha, hb]; ring
  rw [h, Real.sqrt_div (sq_nonneg _), Real.sqrt_sq (norm_nonneg _), inv_div, div_eq_mul_inv]

/-- If the normalized chord from `u h` to `u 0` tends to `e` along a filter `l` below `𝓝 0`, the
Löwdin pair tends along `l` to the sum and difference of `u 0` and `e`, each divided by √2. -/
theorem loewdin_tendsto_of_chord {u : ℝ → E} (hn : ∀ h, ‖u h‖ = 1) (hc : ContinuousAt u 0)
    {l : Filter ℝ} (hl : l ≤ 𝓝 0) {e : E}
    (he : Tendsto (fun h => ‖u 0 - u h‖⁻¹ • (u 0 - u h)) l (𝓝 e)) :
    Tendsto (fun h => loewdin (u 0) (u h)) l (𝓝 ((√2)⁻¹ • (u 0 + e))) ∧
      Tendsto (fun h => loewdin (u h) (u 0)) l (𝓝 ((√2)⁻¹ • (u 0 - e))) := by
  have hu : Tendsto u l (𝓝 (u 0)) := Tendsto.mono_left hc hl
  have hs : Tendsto (fun h => ⟪u 0, u h⟫_ℝ) l (𝓝 ⟪u 0, u 0⟫_ℝ) :=
    Filter.Tendsto.inner tendsto_const_nhds hu
  rw [real_inner_self_eq_norm_sq, hn 0, one_pow] at hs
  have hr : Tendsto (fun h => √(1 + ⟪u 0, u h⟫_ℝ)) l (𝓝 (√2)) := by
    have := (hs.const_add 1).sqrt
    rwa [one_add_one_eq_two] at this
  -- the even part is regular, the odd part is a normalized chord
  have hA : Tendsto (fun h => (√(1 + ⟪u 0, u h⟫_ℝ))⁻¹ • (u 0 + u h)) l
      (𝓝 ((√2)⁻¹ • (u 0 + u 0))) :=
    (hr.inv₀ (by positivity)).smul (tendsto_const_nhds.add hu)
  have hB : Tendsto (fun h => (√(1 - ⟪u 0, u h⟫_ℝ))⁻¹ • (u 0 - u h)) l (𝓝 (√2 • e)) :=
    (he.const_smul (√2)).congr fun h => by rw [inv_sqrt_chord (hn 0) (hn h), mul_smul]
  have h2 : (√2)⁻¹ = √2 / 2 := by
    have hh : √2 * √2 = 2 := Real.mul_self_sqrt (by norm_num)
    exact inv_eq_of_mul_eq_one_right (by linear_combination (1 / 2) * hh)
  have e1 : (√2)⁻¹ • (u 0 + e) = (1 / 2 : ℝ) • ((√2)⁻¹ • (u 0 + u 0) + √2 • e) := by
    rw [h2]; module
  have e2 : (√2)⁻¹ • (u 0 - e) = (1 / 2 : ℝ) • ((√2)⁻¹ • (u 0 + u 0) - √2 • e) := by
    rw [h2]; module
  rw [e1, e2]
  exact ⟨(hA.add hB).const_smul (1 / 2 : ℝ),
    ((hA.sub hB).const_smul (1 / 2 : ℝ)).congr fun h => (loewdin_swap (u 0) (u h)).symm⟩

/-- The normalized chord, multiplied by the sign of `h`, tends to minus the unit tangent. -/
theorem chord_direction {u : ℝ → E} {v : E} (hu : HasDerivAt u v 0) (hv : v ≠ 0) :
    Tendsto (fun h => (h⁻¹ * |h|) • (‖u 0 - u h‖⁻¹ • (u 0 - u h))) (𝓝[≠] 0)
      (𝓝 (-(‖v‖⁻¹ • v))) := by
  have hD := hasDerivAt_iff_tendsto_slope_zero.1 hu
  simp only [zero_add] at hD
  refine ((hD.norm.inv₀ (norm_ne_zero_iff.2 hv)).smul hD).neg.congr fun h => ?_
  change -(‖h⁻¹ • (u h - u 0)‖⁻¹ • (h⁻¹ • (u h - u 0))) = _
  rw [norm_smul, norm_inv, Real.norm_eq_abs, mul_inv, inv_inv, norm_sub_rev (u h) (u 0)]
  module

/-- As `h` tends to 0 from above, the Löwdin pair of `u 0` and `u h` tends to the normalized
difference and sum of `u 0` and the unit tangent. -/
theorem loewdin_tendsto_right {u : ℝ → E} {v : E} (hn : ∀ h, ‖u h‖ = 1)
    (hu : HasDerivAt u v 0) (hv : v ≠ 0) :
    Tendsto (fun h => loewdin (u 0) (u h)) (𝓝[>] 0) (𝓝 ((√2)⁻¹ • (u 0 - ‖v‖⁻¹ • v))) ∧
      Tendsto (fun h => loewdin (u h) (u 0)) (𝓝[>] 0)
        (𝓝 ((√2)⁻¹ • (u 0 + ‖v‖⁻¹ • v))) := by
  have hd : Tendsto (fun h => ‖u 0 - u h‖⁻¹ • (u 0 - u h)) (𝓝[>] 0) (𝓝 (-(‖v‖⁻¹ • v))) := by
    refine ((chord_direction hu hv).mono_left
      (nhdsWithin_mono _ fun h hh => (Set.mem_Ioi.1 hh).ne')).congr' ?_
    filter_upwards [self_mem_nhdsWithin] with h hh
    have hp : 0 < h := hh
    rw [abs_of_pos hp, inv_mul_cancel₀ hp.ne', one_smul]
  have := loewdin_tendsto_of_chord hn hu.continuousAt nhdsWithin_le_nhds hd
  rwa [← sub_eq_add_neg, sub_neg_eq_add] at this

/-- As `h` tends to 0 from below, the two limiting orbitals are exchanged. -/
theorem loewdin_tendsto_left {u : ℝ → E} {v : E} (hn : ∀ h, ‖u h‖ = 1)
    (hu : HasDerivAt u v 0) (hv : v ≠ 0) :
    Tendsto (fun h => loewdin (u 0) (u h)) (𝓝[<] 0) (𝓝 ((√2)⁻¹ • (u 0 + ‖v‖⁻¹ • v))) ∧
      Tendsto (fun h => loewdin (u h) (u 0)) (𝓝[<] 0)
        (𝓝 ((√2)⁻¹ • (u 0 - ‖v‖⁻¹ • v))) := by
  have hd := ((chord_direction hu hv).mono_left
    (nhdsWithin_mono _ fun h (hh : h ∈ Set.Iio 0) => (Set.mem_Iio.1 hh).ne)).neg
  rw [neg_neg] at hd
  refine loewdin_tendsto_of_chord hn hu.continuousAt nhdsWithin_le_nhds (hd.congr' ?_)
  filter_upwards [self_mem_nhdsWithin] with h hh
  have hp : h < 0 := hh
  rw [abs_of_neg hp, mul_neg, inv_mul_cancel₀ hp.ne, neg_one_smul, neg_neg]

/-- Applied to a fixed vector `x`, the density operator of the Löwdin pair has a two-sided limit,
the density operator of `u 0` and the unit tangent applied to `x`. -/
theorem density_tendsto {u : ℝ → E} {v : E} (hn : ∀ h, ‖u h‖ = 1)
    (hu : HasDerivAt u v 0) (hv : v ≠ 0) (x : E) :
    Tendsto (fun h => pairDensity (loewdin (u 0) (u h)) (loewdin (u h) (u 0)) x) (𝓝[≠] 0)
      (𝓝 (pairDensity (u 0) (‖v‖⁻¹ • v) x)) := by
  have key : ∀ {l : Filter ℝ} {f g : ℝ → E} {p q : E}, Tendsto f l (𝓝 p) →
      Tendsto g l (𝓝 q) →
      Tendsto (fun h => pairDensity (f h) (g h) x) l (𝓝 (pairDensity p q x)) :=
    fun hf hg => ((Filter.Tendsto.inner hf tendsto_const_nhds).smul hf).add
      ((Filter.Tendsto.inner hg tendsto_const_nhds).smul hg)
  -- the density does not change under a rotation of the orbitals by 45 degrees
  have rot : ∀ a b : E,
      pairDensity ((√2)⁻¹ • (a - b)) ((√2)⁻¹ • (a + b)) x = pairDensity a b x := by
    intro a b
    have hh : (√2)⁻¹ * (√2)⁻¹ = 1 / 2 := by
      rw [← mul_inv, Real.mul_self_sqrt (by norm_num), one_div]
    unfold pairDensity
    simp only [inner_add_left, inner_sub_left, real_inner_smul_left]
    generalize (√2)⁻¹ = c at hh ⊢
    calc _ = (2 * (c * c)) • (⟪a, x⟫_ℝ • a + ⟪b, x⟫_ℝ • b) := by module
      _ = _ := by rw [hh]; module
  have hR := key (loewdin_tendsto_right hn hu hv).1 (loewdin_tendsto_right hn hu hv).2
  have hL := key (loewdin_tendsto_left hn hu hv).1 (loewdin_tendsto_left hn hu hv).2
  rw [rot] at hR
  rw [show ∀ p q : E, pairDensity p q x = pairDensity q p x from fun p q => add_comm _ _,
    rot] at hL
  rw [← Set.Iio_union_Ioi, nhdsWithin_union]
  exact hL.sup hR

end

end FermiLoewdinCoalescence
```

```lean
#print axioms FermiLoewdinCoalescence.loewdin_orthonormal
#print axioms FermiLoewdinCoalescence.loewdin_recover
#print axioms FermiLoewdinCoalescence.density_tendsto
```

```
'FermiLoewdinCoalescence.loewdin_orthonormal' depends on axioms: [propext, Classical.choice, Quot.sound]
'FermiLoewdinCoalescence.loewdin_recover' depends on axioms: [propext, Classical.choice, Quot.sound]
'FermiLoewdinCoalescence.density_tendsto' depends on axioms: [propext, Classical.choice, Quot.sound]
```

## The limiting orbitals and their density

For $h\to0^+$, `loewdin_tendsto_right` says that the orbital descending from $u(0)$ tends to $(u(0)-v/\|v\|)/\sqrt2$ and its partner to $(u(0)+v/\|v\|)/\sqrt2$. For $h\to0^-$, `loewdin_tendsto_left` exchanges these limits. By `density_tendsto`, the density operator of the pair, applied to any fixed vector $x$, has a two-sided limit: the same expression built from $u(0)$ and $v/\|v\|$. The expression `pairDensity` is the density operator of two orbitals when they are orthonormal and each is occupied once; the Löwdin pair is orthonormal for small $h\neq0$, and so are $u(0)$ and $v/\|v\|$.

In Lean, `E` is the real orbital space, of finite or infinite dimension, and `⟪a, b⟫_ℝ` is the overlap. Together, `hn`, `HasDerivAt u v 0` and `hv` imply a dimension of at least two, since the derivative of a curve of unit vectors is orthogonal to $u(0)$. The hypothesis `hn` normalizes every $u(h)$, and `HasDerivAt u v 0` asks for differentiability at $0$ only. The condition `hv`, $v\neq0$, means that the orbital changes to first order in the displacement $h$. The filters `𝓝[>] 0`, `𝓝[<] 0` and `𝓝[≠] 0` stand for approach from above, from below and from both sides. All three leave out $h=0$, where the formula would divide by zero.

## Fermi orbitals with approaching descriptors

In a Fermi-Löwdin self-interaction correction, each Fermi orbital is fixed by the occupied orbitals of its spin and by a position in space, its descriptor. With the occupied orbitals held fixed, one can read $u(h)$ as the normalized Fermi orbital whose descriptor has a signed displacement $h$ along a line from the descriptor of $u(0)$. For two real orbitals orthogonalized only against each other, the theorems describe what happens when their descriptors meet along this line, provided that the derivative $v$ exists and is nonzero. If only two orbitals of this spin are occupied, the pair spans the occupied space for every small $h\neq0$, so its density operator does not depend on $h$ there, although the orbitals do. The construction of Fermi orbitals, further occupied orbitals and the energy are not modelled.

A code can orthogonalize the Fermi orbitals by forming their overlap matrix $S$, diagonalizing it and applying $S^{-1/2}$. For a nearly coincident pair with overlap $s$, the small eigenvalue $1-s$ is a difference of nearly equal numbers and loses relative accuracy in floating-point arithmetic, just where its inverse square root is large.

## From the overlap matrix to sum and difference

Let $a,b$ be unit vectors with overlap $s$, $|s|<1$. Their overlap matrix has eigenvalues $1\pm s$ and eigenvectors $(1,\pm1)/\sqrt2$. Applying $S^{-1/2}$ therefore gives

$$\phi,\chi=\frac12\left(\frac{a+b}{\sqrt{1+s}}\pm\frac{a-b}{\sqrt{1-s}}\right),$$

which are `loewdin a b` and, by `loewdin_swap`, `loewdin b a`.

Since $\|a\pm b\|^2=2(1\pm s)$ and $\langle a+b,a-b\rangle=0$, the two fractions are orthogonal, each with squared norm $2$. Hence $\|\phi\|^2=\|\chi\|^2=(2+2)/4=1$ and $\langle\phi,\chi\rangle=(2-2)/4=0$. In `loewdin_orthonormal`, `linear_combination` does this algebra after the inner products are expanded.

Moreover, $\phi+\chi=(a+b)/\sqrt{1+s}$ and $\phi-\chi=(a-b)/\sqrt{1-s}$, so

$$\tfrac12\left[\sqrt{1+s}\,(\phi+\chi)+\sqrt{1-s}\,(\phi-\chi)\right]=a.$$

This is `loewdin_recover`; its coefficients are the entries of $S^{1/2}$, which identifies the formula as Löwdin's.

## The singular term is a normalized chord

Because $1-s=\|a-b\|^2/2$, `inv_sqrt_chord` gives

$$\frac{a-b}{\sqrt{1-s}}=\sqrt2\,\frac{a-b}{\|a-b\|}.$$

Now put $a=u(0)$, $b=u(h)$ and $D(h)=(u(h)-u(0))/h$, so that $D(h)\to v$. Then $a-b=-hD(h)$, and for small $h\neq0$

$$\frac{u(0)-u(h)}{\|u(0)-u(h)\|}=-\frac{h}{|h|}\frac{D(h)}{\|D(h)\|}.$$

The limit $e$ is $-v/\|v\|$ from above and $+v/\|v\|$ from below. `chord_direction` treats both sides at once by multiplying the chord by the sign of $h$.

Meanwhile $s\to1$, so $(u(0)+u(h))/\sqrt{1+s}\to\sqrt2\,u(0)$. Adding and subtracting the two parts gives

$$\phi\to\frac{u(0)+e}{\sqrt2},\qquad \chi\to\frac{u(0)-e}{\sqrt2}.$$

`loewdin_tendsto_of_chord` proves this for any such $e$, and the one-sided theorems insert the two signs.

## Why the density has a two-sided limit

Write $n=v/\|v\|$. For the orbitals $(u(0)\mp n)/\sqrt2$, the cross terms in $\langle\phi,x\rangle\phi+\langle\chi,x\rangle\chi$ cancel, leaving

$$\langle u(0),x\rangle u(0)+\langle n,x\rangle n.$$

Exchanging the orbitals changes nothing, so both sides give this limit. In `density_tendsto`, `rot` is the cancellation, and `hL.sup hR` joins the two sides.
